# Hohenberg–Kohn on a finite lattice: a one-particle ground-state density without zeros fixes the potential up to a constant

## Question

A particle hops on a finite set of sites $i$, and only the real on-site energies $v_i$ can be tuned, so $H_v = H_0 + \mathrm{diag}(v)$ with a fixed Hermitian matrix $H_0$. Suppose $H_v$ has a nondegenerate normalised ground state $\psi$ with no zero amplitude, and a second potential $w$ has a normalised ground state $\phi$ with $|\phi_i| = |\psi_i|$ on every site. I expect $v - w$ to be constant. Can this be stated and proved in Lean 4 with Mathlib, and what survives for many particles when only site densities agree?

## Answer

The claim for one particle holds, nondegeneracy is not needed, and the constant is the difference of the two ground energies. For many particles, equal site densities imply that the potential energies of a configuration under the two potentials differ by this same constant, for every configuration with nonzero amplitude in $\psi$.

### The model

The basis is a finite type `n` and states are vectors `n → ℂ`, with $\langle x,y\rangle = \sum_i \bar x_i y_i$. The function `sqNorm` is $\|x\|^2 = \sum_i |x_i|^2$, `energy H x` is $\mathcal E_H(x) = \mathrm{Re}\,\langle x, Hx\rangle$, and `ham H0 V` is $H_V = H_0 + \mathrm{diag}(V)$ for real $V$. The ground state is defined variationally: `IsGround H ψ` says $\|\psi\|^2 = 1$ and $\mathcal E_H(\psi)\,\|x\|^2 \le \mathcal E_H(x)$ for every $x$, which is minimality of the Rayleigh quotient written without a division. Any unit vector of a degenerate ground level qualifies.

For one particle, $i$ labels sites and $|\psi_i|^2$ is the density. For many particles, $i$ labels configurations, sites $a$ form a second finite type `L`, and `occ a i` is the occupation $o_{ai}$ of site $a$ in configuration $i$. A site potential $v$ then acts diagonally as $V_i = \sum_a v_a o_{ai}$ (`configPotential`), and `density` is $\rho_a(x) = \sum_i o_{ai}|x_i|^2$. Hopping, interaction and exchange signs all sit in the arbitrary Hermitian $H_0$.

### Derivation by hand

1. For Hermitian $H$, $\overline{\langle x,Hx\rangle} = \langle Hx,x\rangle = \langle x,Hx\rangle$, so the expectation value is real.
2. With $T(x) = \mathcal E_{H_0}(x)$ and $P_V(x) = \sum_i V_i|x_i|^2$, the energy is $\mathcal E_{H_V}(x) = T(x) + P_V(x)$.
3. Let $\psi$ be a ground state of a Hermitian $H$, $E = \mathcal E_H(\psi)$ and $A = H - E$. Then $\langle x,Ax\rangle \ge 0$ for all $x$ and $\langle\psi,A\psi\rangle = 0$. For any vector $y$ and real $t$,
$$0 \le \langle \psi+ty, A(\psi+ty)\rangle = 2t\,\mathrm{Re}\langle y,A\psi\rangle + t^2\langle y,Ay\rangle .$$
Small $t$ of either sign forces $\mathrm{Re}\langle y,A\psi\rangle = 0$, and $y = A\psi$ gives $H\psi = E\psi$.
4. Let $\psi$ be a ground state for $V$ with energy $E_V$, let $\phi$ be one for $W$ with energy $E_W$, and assume $P_V(\psi) - P_W(\psi) = P_V(\phi) - P_W(\phi)$. The variational inequalities read
$$T(\psi) + P_V(\psi) \le T(\phi) + P_V(\phi), \qquad T(\phi) + P_W(\phi) \le T(\psi) + P_W(\psi).$$
Subtracting the assumption from the first gives $T(\psi) + P_W(\psi) \le T(\phi) + P_W(\phi)$. With the second this is an equality, $\mathcal E_{H_W}(\psi) = E_W$, so $\psi$ is a ground state for $W$ as well.
5. Step 3 gives $(H_0\psi)_i + V_i\psi_i = E_V\psi_i$ and $(H_0\psi)_i + W_i\psi_i = E_W\psi_i$. Their difference is $(V_i - W_i)\psi_i = (E_V - E_W)\psi_i$, hence $V_i - W_i = E_V - E_W$ wherever $\psi_i \ne 0$.
6. For one particle, $|\phi_i| = |\psi_i|$ makes the assumption of step 4 hold term by term. For many particles, exchanging the sums gives $P_V(x) - P_W(x) = \sum_a (v_a - w_a)\rho_a(x)$, so equal densities suffice.

Conversely, if $v_i - w_i = c$ for all $i$, then $\mathcal E_{H_v}(x) = \mathcal E_{H_w}(x) + c\|x\|^2$. Both sides of the ground-state inequality shift by $c\|x\|^2$, so the ground states coincide.

### The Lean file

```lean
import Mathlib

open Matrix
open scoped ComplexOrder

namespace LatticeHohenbergKohn

noncomputable section

variable {n : Type*} [Fintype n] [DecidableEq n]

/-- Squared norm `∑ |x i|²` of a state. -/
def sqNorm (x : n → ℂ) : ℝ := ∑ i, ‖x i‖ ^ 2

/-- Energy expectation value, the real part of `⟨x, H x⟩`. -/
def energy (H : Matrix n n ℂ) (x : n → ℂ) : ℝ := (star x ⬝ᵥ H *ᵥ x).re

/-- The Hamiltonian `H0 + diag V` with a real local potential `V`. -/
def ham (H0 : Matrix n n ℂ) (V : n → ℝ) : Matrix n n ℂ :=
  H0 + diagonal fun i => (V i : ℂ)

/-- A ground state: a unit vector whose energy is the minimum of the Rayleigh quotient. -/
def IsGround (H : Matrix n n ℂ) (ψ : n → ℂ) : Prop :=
  sqNorm ψ = 1 ∧ ∀ x, energy H ψ * sqNorm x ≤ energy H x

/-- Potential energy `∑ v a * occ a i` of configuration `i`, where `occ a i` is the
occupation of site `a`. -/
def configPotential {L : Type*} [Fintype L] (occ : L → n → ℝ) (v : L → ℝ) (i : n) : ℝ :=
  ∑ a, v a * occ a i

/-- Density at site `a`: the mean occupation `∑ occ a i * |x i|²`. -/
def density {L : Type*} (occ : L → n → ℝ) (x : n → ℂ) (a : L) : ℝ :=
  ∑ i, occ a i * ‖x i‖ ^ 2

/-- Hopping matrix of a two-site chain with hopping amplitude `-1`. -/
def dimer : Matrix (Fin 2) (Fin 2) ℂ := !![0, -1; -1, 0]

omit [DecidableEq n] in
/-- The expectation value of a Hermitian matrix is real. -/
theorem expect_real {H : Matrix n n ℂ} (hH : H.IsHermitian) (x : n → ℂ) :
    star x ⬝ᵥ H *ᵥ x = (energy H x : ℂ) := by
  have h : star x ⬝ᵥ H *ᵥ x = star (star x ⬝ᵥ H *ᵥ x) := by
    conv_lhs => rw [star_dotProduct, star_mulVec, hH.eq, ← dotProduct_mulVec]
  exact (Complex.conj_eq_iff_re.mp h.symm).symm

/-- The energy splits into the `H0` part and the potential term `∑ V i * |x i|²`. -/
theorem energy_ham (H0 : Matrix n n ℂ) (V : n → ℝ) (x : n → ℂ) :
    energy (ham H0 V) x = energy H0 x + ∑ i, V i * ‖x i‖ ^ 2 := by
  have h : star x ⬝ᵥ (diagonal fun i => (V i : ℂ)) *ᵥ x
      = ((∑ i, V i * ‖x i‖ ^ 2 : ℝ) : ℂ) := by
    simp only [dotProduct, mulVec_diagonal, Pi.star_apply, Complex.star_def]
    push_cast
    refine Finset.sum_congr rfl fun i _ => ?_
    linear_combination (V i : ℂ) * Complex.conj_mul' (x i)
  unfold energy ham
  rw [add_mulVec, dotProduct_add, Complex.add_re, h, Complex.ofReal_re]

omit [Fintype n] in
/-- Adding a real local potential to a Hermitian `H0` gives a Hermitian Hamiltonian. -/
theorem ham_isHermitian {H0 : Matrix n n ℂ} (hH : H0.IsHermitian) (V : n → ℝ) :
    (ham H0 V).IsHermitian := by
  refine hH.add ?_
  unfold Matrix.IsHermitian
  rw [diagonal_conjTranspose]
  congr 1
  ext i
  simp

/-- A ground state of a Hermitian matrix solves `H ψ = E ψ` with `E` its energy. -/
theorem ground_eigen {H : Matrix n n ℂ} (hH : H.IsHermitian) {ψ : n → ℂ}
    (hψ : IsGround H ψ) : H *ᵥ ψ = (energy H ψ : ℂ) • ψ := by
  obtain ⟨h1, h2⟩ := hψ
  generalize hE : energy H ψ = E at h2 ⊢
  have hA := ham_isHermitian hH (fun _ => -E)
  have hq : ∀ x, energy (ham H fun _ => -E) x = energy H x - E * sqNorm x := by
    intro x
    rw [energy_ham, ← Finset.mul_sum, sqNorm]
    ring
  -- `H - E` is positive semidefinite and its form vanishes at `ψ`
  have hP : (ham H fun _ => -E).PosSemidef := by
    refine PosSemidef.of_dotProduct_mulVec_nonneg hA fun x => ?_
    rw [expect_real hA, hq]
    exact Complex.zero_le_real.mpr (sub_nonneg.mpr (h2 x))
  have h0 : (ham H fun _ => -E) *ᵥ ψ = 0 := by
    rw [← hP.dotProduct_mulVec_zero_iff, expect_real hA, hq, hE, h1]
    simp
  ext i
  have hi := congrFun h0 i
  simp only [ham, add_mulVec, Pi.add_apply, mulVec_diagonal, Pi.zero_apply] at hi
  push_cast at hi
  rw [Pi.smul_apply, smul_eq_mul]
  linear_combination hi

/-- If ground states `ψ` for `V` and `φ` for `W` give `V - W` the same expectation value, then
`V i - W i` equals the difference of the ground energies wherever `ψ i ≠ 0`. -/
theorem potential_rigid {H0 : Matrix n n ℂ} (hH : H0.IsHermitian) {V W : n → ℝ} {ψ φ : n → ℂ}
    (hψ : IsGround (ham H0 V) ψ) (hφ : IsGround (ham H0 W) φ)
    (hE : ∑ i, (V i - W i) * ‖ψ i‖ ^ 2 = ∑ i, (V i - W i) * ‖φ i‖ ^ 2)
    (i : n) (hi : ψ i ≠ 0) :
    V i - W i = energy (ham H0 V) ψ - energy (ham H0 W) φ := by
  -- the two variational inequalities squeeze each other into equalities
  have key : energy (ham H0 W) ψ = energy (ham H0 W) φ := by
    have h1 := hψ.2 φ
    have h2 := hφ.2 ψ
    rw [hφ.1, mul_one] at h1
    rw [hψ.1, mul_one] at h2
    simp only [energy_ham] at h1 h2 ⊢
    simp only [sub_mul, Finset.sum_sub_distrib] at hE
    linarith
  have hψW : IsGround (ham H0 W) ψ := ⟨hψ.1, fun x => by rw [key]; exact hφ.2 x⟩
  -- subtract the two eigenvalue equations for `ψ`
  have e1 := congrFun (ground_eigen (ham_isHermitian hH V) hψ) i
  have e2 := congrFun (ground_eigen (ham_isHermitian hH W) hψW) i
  have hm : ∀ U : n → ℝ, (ham H0 U *ᵥ ψ) i = (H0 *ᵥ ψ) i + (U i : ℂ) * ψ i := by
    intro U
    simp only [ham, add_mulVec, Pi.add_apply, mulVec_diagonal]
  rw [key] at e2
  rw [hm, Pi.smul_apply, smul_eq_mul] at e1 e2
  have h : ((V i - W i : ℝ) : ℂ) * ψ i
      = ((energy (ham H0 V) ψ - energy (ham H0 W) φ : ℝ) : ℂ) * ψ i := by
    push_cast
    linear_combination e1 - e2
  exact Complex.ofReal_injective (mul_right_cancel₀ hi h)

/-- One-particle lattice form of the Hohenberg-Kohn theorem (basis index = site), for Hermitian `H0`: if a ground state `ψ` for `v` without zero entries and a
ground state `φ` for `w` have `|φ i| = |ψ i|` everywhere, then `v - w` is constant, equal to
the difference of the ground energies. -/
theorem hohenberg_kohn {H0 : Matrix n n ℂ} (hH : H0.IsHermitian) {v w : n → ℝ} {ψ φ : n → ℂ}
    (hψ : IsGround (ham H0 v) ψ) (hφ : IsGround (ham H0 w) φ)
    (hne : ∀ i, ψ i ≠ 0) (hρ : ∀ i, ‖φ i‖ = ‖ψ i‖) :
    ∀ i, v i - w i = energy (ham H0 v) ψ - energy (ham H0 w) φ :=
  fun i => potential_rigid hH hψ hφ (by simp only [hρ]) i (hne i)

/-- Many-body form: if ground states for site potentials `v` and `w` have the same site
densities, the potential energies of every configuration with `ψ i ≠ 0` differ by the
difference of the ground energies. -/
theorem hohenberg_kohn_many_body {L : Type*} [Fintype L] (occ : L → n → ℝ)
    {H0 : Matrix n n ℂ} (hH : H0.IsHermitian) {v w : L → ℝ} {ψ φ : n → ℂ}
    (hψ : IsGround (ham H0 (configPotential occ v)) ψ)
    (hφ : IsGround (ham H0 (configPotential occ w)) φ)
    (hρ : density occ φ = density occ ψ) (i : n) (hi : ψ i ≠ 0) :
    configPotential occ v i - configPotential occ w i
      = energy (ham H0 (configPotential occ v)) ψ
        - energy (ham H0 (configPotential occ w)) φ := by
  -- the expectation of the potential difference depends only on the density
  have h : ∀ x : n → ℂ, ∑ j, (configPotential occ v j - configPotential occ w j) * ‖x j‖ ^ 2
      = ∑ a, (v a - w a) * density occ x a := by
    intro x
    simp only [configPotential, density, Finset.mul_sum, ← Finset.sum_sub_distrib,
      Finset.sum_mul]
    rw [Finset.sum_comm]
    exact Finset.sum_congr rfl fun a _ => Finset.sum_congr rfl fun j _ => by ring
  exact potential_rigid hH hψ hφ (by rw [h, h, hρ]) i hi

/-- Converse: potentials that differ by a constant have the same ground states. -/
theorem isGround_iff_of_shift (H0 : Matrix n n ℂ) {v w : n → ℝ} {c : ℝ}
    (h : ∀ i, v i - w i = c) (ψ : n → ℂ) :
    IsGround (ham H0 v) ψ ↔ IsGround (ham H0 w) ψ := by
  have hx : ∀ x, energy (ham H0 v) x = energy (ham H0 w) x + c * sqNorm x := by
    intro x
    rw [energy_ham, energy_ham, sqNorm, Finset.mul_sum, add_assoc, ← Finset.sum_add_distrib]
    congr 1
    exact Finset.sum_congr rfl fun i _ => by rw [← h i]; ring
  constructor
  · rintro ⟨h1, h2⟩
    refine ⟨h1, fun x => ?_⟩
    have h3 := h2 x
    rw [hx ψ, hx x, h1] at h3
    nlinarith [h3]
  · rintro ⟨h1, h2⟩
    refine ⟨h1, fun x => ?_⟩
    have h3 := h2 x
    rw [hx ψ, hx x, h1]
    nlinarith [h3]

/-- With `H0 = 0` on two sites, the state `(1, 0)` is a ground state for the potentials
`(0, 1)` and `(0, 2)`, whose difference is not constant. -/
theorem zero_entry_counterexample :
    IsGround (ham 0 ![0, 1]) ![1, 0] ∧ IsGround (ham 0 ![0, 2]) ![1, 0] ∧
      ¬ ∃ c : ℝ, ∀ i, (![0, 1] : Fin 2 → ℝ) i - (![0, 2] : Fin 2 → ℝ) i = c := by
  have hg : ∀ t : ℝ, 0 ≤ t → IsGround (ham 0 ![0, t]) ![1, 0] := by
    intro t ht
    have h0 : ∀ x : Fin 2 → ℂ, energy (ham 0 ![0, t]) x = t * ‖x 1‖ ^ 2 := by
      intro x
      rw [energy_ham]
      simp [energy, Fin.sum_univ_two]
    have h1 : ‖(![1, 0] : Fin 2 → ℂ) 1‖ = 0 := by simp
    refine ⟨by simp [sqNorm, Fin.sum_univ_two], fun x => ?_⟩
    rw [h0 x, h0 ![1, 0], h1]
    nlinarith [mul_nonneg ht (sq_nonneg ‖x 1‖)]
  refine ⟨hg 1 (by norm_num), hg 2 (by norm_num), ?_⟩
  rintro ⟨c, hc⟩
  have a := hc 0
  have b := hc 1
  norm_num at a b
  linarith

/-- The dimer is Hermitian, and `(3/5, 4/5)` has no zero entry and is a ground state for the
potentials `(4/3, 3/4)` and `(7/3, 7/4)`. -/
theorem hohenberg_kohn_witness :
    dimer.IsHermitian ∧ IsGround (ham dimer ![4 / 3, 3 / 4]) ![3 / 5, 4 / 5] ∧
      IsGround (ham dimer ![7 / 3, 7 / 4]) ![3 / 5, 4 / 5] ∧
      ∀ i, (![3 / 5, 4 / 5] : Fin 2 → ℂ) i ≠ 0 := by
  -- the energy is a sum of squares that vanishes at the given state
  have h0 : ∀ x : Fin 2 → ℂ, energy (ham dimer ![4 / 3, 3 / 4]) x
      = 4 / 3 * (((x 0).re - 3 / 4 * (x 1).re) ^ 2 + ((x 0).im - 3 / 4 * (x 1).im) ^ 2) := by
    intro x
    rw [energy_ham]
    simp [energy, dimer, dotProduct, mulVec, Fin.sum_univ_two, Complex.sq_norm,
      Complex.normSq_apply]
    ring
  have h1 : energy (ham dimer ![4 / 3, 3 / 4]) ![3 / 5, 4 / 5] = 0 := by
    rw [h0]
    norm_num
  have hg : IsGround (ham dimer ![4 / 3, 3 / 4]) ![3 / 5, 4 / 5] := by
    refine ⟨by norm_num [sqNorm, Fin.sum_univ_two], fun x => ?_⟩
    rw [h1, zero_mul, h0]
    positivity
  refine ⟨?_, hg, (isGround_iff_of_shift dimer (c := -1) ?_ _).mp hg, ?_⟩
  · ext i j
    fin_cases i <;> fin_cases j <;> simp [dimer]
  · intro i
    fin_cases i <;> norm_num
  · intro i
    fin_cases i <;> simp

end

end LatticeHohenbergKohn
```

```lean
#print axioms LatticeHohenbergKohn.hohenberg_kohn
#print axioms LatticeHohenbergKohn.hohenberg_kohn_many_body
#print axioms LatticeHohenbergKohn.zero_entry_counterexample
```

```
'LatticeHohenbergKohn.hohenberg_kohn' depends on axioms: [propext, Classical.choice, Quot.sound]
'LatticeHohenbergKohn.hohenberg_kohn_many_body' depends on axioms: [propext, Classical.choice, Quot.sound]
'LatticeHohenbergKohn.zero_entry_counterexample' depends on axioms: [propext, Classical.choice, Quot.sound]
```

### Remarks

**The statements in words.** In `hohenberg_kohn`, `hH` is Hermiticity of $H_0$, `hψ` and `hφ` are the ground-state conditions for $v$ and $w$, `hne` is $\psi_i \neq 0$ for all $i$, and `hρ` is $|\phi_i| = |\psi_i|$, since `‖φ i‖` is the complex modulus. The conclusion is $v_i - w_i = E_v - E_w$ for every $i$, with the ground energies written as `energy (ham H0 v) ψ` and `energy (ham H0 w) φ`. Phases of $\phi$ and $\psi$ are unconstrained. In `hohenberg_kohn_many_body`, `hρ` is equality of site densities only, and the conclusion is $\sum_a v_a o_{ai} - \sum_a w_a o_{ai} = E_v - E_w$ for each configuration $i$ with $\psi_i \ne 0$. The converse is `isGround_iff_of_shift`, which holds for any matrix $H_0$.

**Scope.** This is the uniqueness statement behind density-functional treatments of lattice models of electrons, restricted to a finite basis and to amplitudes assumed nonzero, with constancy of $v - w$ over sites proved for one particle only. The continuum problem, the existence of a potential for a given density, and the energy as a functional of the density are not treated. The many-body conclusion concerns configurations and not single sites. If two configurations with nonzero amplitude differ by moving one particle from site $a$ to site $b$, subtracting their equations would give $v_a - w_a = v_b - w_b$.

**The proof.** `expect_real` is step 1, moving the conjugation across with `star_dotProduct`, `star_mulVec` and `hH.eq`. `energy_ham` is step 2, and `ham_isHermitian` makes step 3 applicable to $H_V$. In `ground_eigen` the matrix $A$ is written `ham H fun _ => -E`, so that `hq` follows from the energy splitting; `hP` is positive semidefiniteness, and Mathlib's `hP.dotProduct_mulVec_zero_iff` takes the place of the argument with $t$. `potential_rigid` holds steps 4 and 5: `key` is the squeeze, closed by `linarith`, `hψW` is the ground-state property for $W$, `linear_combination e1 - e2` subtracts the eigenvalue equations, and `mul_right_cancel₀ hi h` cancels $\psi_i$. Both main theorems are step 6, the many-body one through `Finset.sum_comm`.

**Small cases.** With an empty basis no unit vector exists and the theorems are vacuous. With one site, $H_0$ is a real number $h$, the energies are $h + v$ and $h + w$, and the conclusion is an identity. Two sites, indexed 0 and 1, are the first case with content. In `zero_entry_counterexample`, $H_0 = 0$ and $(1,0)$ is a ground state for both $(0,1)$ and $(0,2)$, whose difference $(0,-1)$ is not constant: the state has no amplitude on site 1 and does not register the potential there, so the claim fails without `hne`. In `hohenberg_kohn_witness`, `dimer` has off-diagonal entries $-1$, and for $v = (4/3, 3/4)$ the energy is $\tfrac43\,|x_0 - \tfrac34 x_1|^2$ (`h0`). It is nonnegative and vanishes at the unit vector $(3/5, 4/5)$, which has no zero entry. The shift lemma with $c = -1$ makes this vector a ground state for $(7/3, 7/4)$ too.

**An alternative model.** For one particle, one could restrict $H_0$ to real hopping that is strictly negative on every edge of a connected graph and zero between all other pairs of sites. A Perron–Frobenius argument would then supply a ground state that is unique up to phase with all amplitudes nonzero, turning `hne` from an assumption into a consequence, at the price of excluding positive and complex hopping amplitudes. For several fermions this restriction is not enough in general, since exchange signs can make matrix elements between configurations positive. Neither that route nor the passage from configurations to single sites is part of the file.
